# Divacancy binding in a regular crystal whose site energies depend only on coordination

Q: Two vacancies in a crystal may attract or repel each other. I call twice the formation energy of one vacancy, minus that of the pair, the binding energy, so positive means attraction. What are your crystal and your energy?

A: The crystal is a finite graph `G`. Its vertices, the elements of `V`, are the \(N\) lattice sites, and its edges are nearest-neighbour bonds.

```lean
import Mathlib

namespace DivacancyBinding

noncomputable section

variable {V : Type*} [Fintype V] [DecidableEq V] (G : SimpleGraph V) [DecidableRel G.Adj]
```

Remove the atoms in a set \(S\). A remaining site \(i\) keeps \(n_S(i)\) neighbours, which is its coordination.

```lean
/-- The coordination of site `i` after the atoms in `S` are removed: the number of its
neighbours that are not in `S`. -/
def coordination (S : Finset V) (i : V) : ℕ := (G.neighborFinset i \ S).card
```

Each remaining atom has energy \(g(n_S(i))\), where \(g\) is any real function of the coordination.

```lean
/-- The energy of the crystal without the atoms in `S`: each remaining atom contributes `g` of
its coordination. -/
def energy (g : ℕ → ℝ) (S : Finset V) : ℝ := ∑ i ∈ Sᶜ, g (coordination G S i)
```

Q: Where do the removed atoms go? A formation energy needs a reservoir.

A: They go into bulk crystal, where an atom with all \(Z\) neighbours has energy \(g(Z)\). So the remaining atoms are compared with equally many bulk atoms:
\[
E_S=\sum_{i\notin S} g(n_S(i))-(N-|S|)\,g(Z).
\]

```lean
/-- The formation energy of the vacancy cluster `S`: the energy of the remaining atoms, minus
the energy of equally many atoms of coordination `Z`. -/
def formationEnergy (g : ℕ → ℝ) (Z : ℕ) (S : Finset V) : ℝ :=
  energy G g S - ((Fintype.card V : ℝ) - S.card) * g Z
```

One particular \(g\) is needed later. It has an energy \(\varphi\) per bond and a square-root embedding term of strength \(A\). The name is Finnis–Sinclair, but all bonds here have the same length, so the usual distance dependence is absorbed into the two constants.

```lean
/-- The Finnis–Sinclair site energy at coordination `n`: a pair term `n φ / 2` and a
square-root embedding term of strength `A`. -/
def finnisSinclair (φ A : ℝ) (n : ℕ) : ℝ := n * φ / 2 - A * √(n : ℝ)
```

Q: Before any Lean, derive the binding energy for me.

A: Let every site have \(Z\ge 2\) neighbours, and let \(u\) and \(v\) be adjacent with \(c\) common neighbours. Distributing the reference energy over the remaining sites gives
\[
E_S=\sum_{i\notin S}\bigl[g(n_S(i))-g(Z)\bigr].
\]
One vacancy lowers the coordination of its \(Z\) neighbours by one, so \(E_{\{u\}}=Z[g(Z-1)-g(Z)]\) at every site. Hence \(2E_{\{u\}}=E_{\{u\}}+E_{\{v\}}\), and I can collect what each site contributes to \(E_{\{u\}}+E_{\{v\}}-E_{\{u,v\}}\):

- Site \(u\) is present only when \(v\) alone is removed, and contributes \(g(Z-1)-g(Z)\). Site \(v\) contributes the same.
- Any other site adjacent to exactly one of them contributes equally to one single-vacancy term and to the pair term, which cancel.
- A common neighbour contributes \(2[g(Z-1)-g(Z)]-[g(Z-2)-g(Z)]=-[g(Z)-2g(Z-1)+g(Z-2)]\).
- All other sites contribute zero.

The sum is
\[
2E_{\{u\}}-E_{\{u,v\}}=2[g(Z-1)-g(Z)]-c\,[g(Z)-2g(Z-1)+g(Z-2)].
\]

Q: How does Lean know the coordinations you just read off?

A: By counting. A site's neighbours either survive or are removed, and the two numbers add up to \(Z\). The proof splits the neighbour set into its part outside `S` and its part inside.

```lean
variable {G}

/-- In a `Z`-regular crystal the surviving and the removed neighbours of a site add up
to `Z`. -/
theorem coordination_add_removed {Z : ℕ} (hG : G.IsRegularOfDegree Z) (S : Finset V) (i : V) :
    coordination G S i + ∑ x ∈ S, (if G.Adj i x then 1 else 0) = Z := by
  have h := Finset.card_sdiff_add_card_inter (G.neighborFinset i) S
  have h2 : (G.neighborFinset i ∩ S).card = ∑ x ∈ S, (if G.Adj i x then 1 else 0) := by
    rw [Finset.inter_comm, ← Finset.filter_mem_eq_inter, Finset.card_filter]
    refine Finset.sum_congr rfl fun x _ => ?_
    by_cases hx : G.Adj i x <;> simp [hx]
  rw [h2] at h
  exact h.trans ((G.card_neighborFinset_eq_degree i).trans (hG i))
```

The site-by-site form of \(E_S\) is the next lemma.

```lean
/-- The formation energy is a sum over sites: each remaining atom contributes the change of its
site energy from the value at coordination `Z`, and removed atoms contribute nothing. -/
theorem formationEnergy_eq_sum (g : ℕ → ℝ) (Z : ℕ) (S : Finset V) :
    formationEnergy G g Z S = ∑ i, if i ∈ S then 0 else g (coordination G S i) - g Z := by
  have hf : (Finset.univ.filter fun i => i ∉ S) = Sᶜ := by ext; simp
  rw [Finset.sum_ite, Finset.sum_const_zero, zero_add, hf, Finset.sum_sub_distrib,
    Finset.sum_const, Finset.card_compl, nsmul_eq_mul, Nat.cast_sub (Finset.card_le_univ S),
    formationEnergy, energy]
```

Q: And the step from \(2E_{\{u\}}\) to \(E_{\{u\}}+E_{\{v\}}\)? Real crystals can have inequivalent sites.

A: Here equal coordination is enough, without any symmetry of the graph. The inner claim `key` is the formula \(E_{\{w\}}=Z[g(Z-1)-g(Z)]\). From here on \(Z\) is written `k + 2`, so that \(Z-1\) and \(Z-2\) are the natural numbers `k + 1` and `k`; this `k` is not a wave number.

```lean
/-- In a regular crystal of coordination `k + 2` a single vacancy costs the same energy at
every site. -/
theorem vacancy_site_independent {k : ℕ} (hG : G.IsRegularOfDegree (k + 2)) (g : ℕ → ℝ)
    (u v : V) : formationEnergy G g (k + 2) {u} = formationEnergy G g (k + 2) {v} := by
  have key : ∀ w, formationEnergy G g (k + 2) {w}
      = ((k + 2 : ℕ) : ℝ) * (g (k + 1) - g (k + 2)) := by
    intro w
    have site : ∀ i, (if i ∈ ({w} : Finset V) then 0
        else g (coordination G {w} i) - g (k + 2))
        = if i ∈ G.neighborFinset w then g (k + 1) - g (k + 2) else 0 := by
      intro i
      have h := coordination_add_removed hG {w} i
      rw [Finset.sum_singleton] at h
      by_cases hi : i = w
      · simp [hi]
      · by_cases hA : G.Adj i w
        · have e : coordination G {w} i = k + 1 := by
            rw [if_pos hA] at h
            omega
          simp [hi, hA.symm, e]
        · have e : coordination G {w} i = k + 2 := by
            rw [if_neg hA] at h
            omega
          have hA' : ¬ G.Adj w i := fun h' => hA h'.symm
          simp [hi, hA', e]
    rw [formationEnergy_eq_sum, Finset.sum_congr rfl (fun i _ => site i), Finset.sum_ite_mem,
      Finset.univ_inter, Finset.sum_const, nsmul_eq_mul, G.card_neighborFinset_eq_degree,
      hG.degree_eq w]
  rw [key u, key v]
```

Q: Then the list of cases should appear somewhere.

A: It is `site` in the next proof, which treats any two distinct sites. `one` and `two` give the coordinations beside one and two vacancies, with `omega` solving the counting equation. `site` splits on whether \(i\) is \(u\), \(v\) or neither, and then on its bonds to them. `total` sums over the crystal, and the final `linarith` uses the equality of the single-vacancy energies. If \(u\) and \(v\) are not adjacent, the bond term is absent.

```lean
/-- Binding energy of vacancies at any two distinct sites of a regular crystal of coordination
`k + 2`: a bond term if the sites are adjacent, minus the second difference of the site energy
for each common neighbour. -/
theorem binding_of_ne {k : ℕ} (hG : G.IsRegularOfDegree (k + 2)) (g : ℕ → ℝ) {u v : V}
    (huv : u ≠ v) :
    2 * formationEnergy G g (k + 2) {u} - formationEnergy G g (k + 2) {u, v}
      = (if G.Adj u v then 2 * (g (k + 1) - g (k + 2)) else 0)
        - ((G.neighborFinset u ∩ G.neighborFinset v).card : ℝ)
          * (g (k + 2) - 2 * g (k + 1) + g k) := by
  -- coordination next to one vacancy and next to two
  have one : ∀ w i, coordination G {w} i = if G.Adj i w then k + 1 else k + 2 := by
    intro w i
    have h := coordination_add_removed hG {w} i
    rw [Finset.sum_singleton] at h
    split_ifs at h ⊢ <;> omega
  have two : ∀ i, coordination G {u, v} i = if G.Adj i u then (if G.Adj i v then k else k + 1)
      else (if G.Adj i v then k + 1 else k + 2) := by
    intro i
    have h := coordination_add_removed hG {u, v} i
    rw [Finset.sum_pair huv] at h
    split_ifs at h ⊢ <;> omega
  -- only `u`, `v` and their common neighbours contribute
  have site : ∀ i, (if i ∈ ({u} : Finset V) then 0 else g (coordination G {u} i) - g (k + 2))
      + (if i ∈ ({v} : Finset V) then 0 else g (coordination G {v} i) - g (k + 2))
      - (if i ∈ ({u, v} : Finset V) then 0 else g (coordination G {u, v} i) - g (k + 2))
      = (if i = u then (if G.Adj u v then g (k + 1) - g (k + 2) else 0) else 0)
        + (if i = v then (if G.Adj u v then g (k + 1) - g (k + 2) else 0) else 0)
        - (if i ∈ G.neighborFinset u ∩ G.neighborFinset v
            then g (k + 2) - 2 * g (k + 1) + g k else 0) := by
    intro i
    rw [one, one, two]
    by_cases hiu : i = u
    · rw [hiu]
      by_cases hA : G.Adj u v <;> simp [huv, hA]
    · by_cases hiv : i = v
      · rw [hiv]
        by_cases hA : G.Adj u v <;> simp [huv.symm, G.adj_comm v u, hA]
      · by_cases hAu : G.Adj i u <;> by_cases hAv : G.Adj i v <;>
          simp only [Finset.mem_singleton, Finset.mem_insert, Finset.mem_inter,
            SimpleGraph.mem_neighborFinset, G.adj_comm u i, G.adj_comm v i, hiu, hiv, hAu, hAv,
            or_self, and_self, and_true, and_false, if_true, if_false] <;> ring
  have hs := vacancy_site_independent hG g u v
  have total : formationEnergy G g (k + 2) {u} + formationEnergy G g (k + 2) {v}
      - formationEnergy G g (k + 2) {u, v}
      = (if G.Adj u v then 2 * (g (k + 1) - g (k + 2)) else 0)
        - ((G.neighborFinset u ∩ G.neighborFinset v).card : ℝ)
          * (g (k + 2) - 2 * g (k + 1) + g k) := by
    rw [formationEnergy_eq_sum, formationEnergy_eq_sum, formationEnergy_eq_sum,
      ← Finset.sum_add_distrib, ← Finset.sum_sub_distrib,
      Finset.sum_congr rfl (fun i _ => site i), Finset.sum_sub_distrib, Finset.sum_add_distrib,
      Finset.sum_ite_eq', Finset.sum_ite_eq', Finset.sum_ite_mem, Finset.univ_inter,
      Finset.sum_const, nsmul_eq_mul, if_pos (Finset.mem_univ u), if_pos (Finset.mem_univ v)]
    split_ifs <;> ring
  linarith
```

The formula for adjacent vacancies is a special case.

```lean
/-- Divacancy binding: in a regular crystal of coordination `Z = k + 2`, twice the vacancy
formation energy minus that of an adjacent pair with `c` common neighbours is
`2 (g(Z-1) - g(Z)) - c (g(Z) - 2 g(Z-1) + g(Z-2))`. -/
theorem divacancy_binding {k c : ℕ} (hG : G.IsRegularOfDegree (k + 2)) (g : ℕ → ℝ) {u v : V}
    (huv : G.Adj u v) (hc : (G.neighborFinset u ∩ G.neighborFinset v).card = c) :
    2 * formationEnergy G g (k + 2) {u} - formationEnergy G g (k + 2) {u, v}
      = 2 * (g (k + 1) - g (k + 2)) - c * (g (k + 2) - 2 * g (k + 1) + g k) := by
  rw [binding_of_ne hG g huv.ne, if_pos huv, hc]
```

Q: Read me the hypotheses as physics.

A: `hG` says that every site of the perfect crystal has \(Z\) neighbours, `huv` that the two vacancies are nearest neighbours, and `hc` that they share \(c\) neighbours. A sufficiently large periodic fcc cell has \(Z=12\) and \(c=4\).

The step to a real material that no hypothesis supplies is that its energy, after the atoms around the vacancies have relaxed, is still a sum of \(g\) over the original bond graph. In simulation practice, the formula gives the value that an unrelaxed supercell calculation should return when the potential depends on nearest-neighbour counts alone.

Q: What if I allow a surface, so that some atoms have fewer than \(Z\) neighbours?

A: Take the chain \(w\)–\(u\)–\(v\) with \(Z=2\). Removing \(u\) isolates both ends, so \(E_{\{u\}}=2[g(0)-g(2)]\), while \(E_{\{u,v\}}=g(0)-g(2)\). The left side of the formula is then \(3[g(0)-g(2)]\), but the right side, with \(c=0\), is \(2[g(1)-g(2)]\). For \(g(n)=n\varphi/2\) these are \(-3\varphi\) and \(-\varphi\), so the formula fails. The value \(-3\varphi\) is not a physical binding energy, though: \(u\) and \(v\) are inequivalent, and \(E_S\) now also contains the surface energy of the intact chain, \(E_\emptyset=2[g(1)-g(2)]\). The proper difference \(E_{\{u\}}+E_{\{v\}}-E_{\{u,v\}}-E_\emptyset\) is again \(-\varphi\) for this \(g\).

Q: And the smallest crystal that does qualify?

A: The triangle, with \(Z=2\) and \(c=1\). There \(E_{\{u\}}=2[g(1)-g(2)]\) and \(E_{\{u,v\}}=g(0)-g(2)\). Both sides of the formula equal \(4g(1)-3g(2)-g(0)\).

Q: Does a pair potential give the textbook bond count?

A: Yes. For \(g(n)=n\varphi/2\) the second difference vanishes and the bond term is \(-\varphi\). Two separate vacancies break \(2Z\) bonds, an adjacent pair only \(2Z-1\). With attractive bonds, \(\varphi<0\), the vacancies bind.

```lean
/-- For a pair potential with energy `φ` per bond, in a regular crystal of coordination
`k + 2`, the binding energy of two adjacent vacancies is `-φ`. -/
theorem pair_potential_binding {k : ℕ} (hG : G.IsRegularOfDegree (k + 2)) (φ : ℝ) {u v : V}
    (huv : G.Adj u v) :
    2 * formationEnergy G (fun n => n * φ / 2) (k + 2) {u}
      - formationEnergy G (fun n => n * φ / 2) (k + 2) {u, v} = -φ := by
  rw [divacancy_binding hG _ huv rfl]
  push_cast
  ring
```

Q: So what does a many-body term change?

A: It lets vacancies interact without a bond between them. Take the square-root energy with \(A>0\), which means that the embedding term falls with each added neighbour, but by less each time. For distinct non-adjacent vacancies with \(c\ge1\) common neighbours, \(\varphi\) drops out and the binding energy is
\[
-cA\bigl[2\sqrt{Z-1}-\sqrt{Z}-\sqrt{Z-2}\bigr]<0.
\]
The bracket is positive because
\[
\bigl(\sqrt{Z}+\sqrt{Z-2}\bigr)^2=4(Z-1)-\bigl(\sqrt{Z}-\sqrt{Z-2}\bigr)^2<4(Z-1).
\]
In Lean this inequality is `hroot`, `hd` turns it into a positive second difference, and the shared neighbour `w` ensures \(c>0\). In this unrelaxed model, such vacancies repel.

```lean
/-- With a Finnis–Sinclair site energy of embedding strength `A > 0`, in a regular crystal of
coordination `k + 2`, two distinct non-adjacent vacancies that share a neighbour `w` have
negative binding energy. -/
theorem finnisSinclair_repulsion {k : ℕ} (hG : G.IsRegularOfDegree (k + 2)) (φ : ℝ) {A : ℝ}
    (hA : 0 < A) {u v w : V} (huv : u ≠ v) (hn : ¬ G.Adj u v) (hu : G.Adj u w)
    (hv : G.Adj v w) :
    2 * formationEnergy G (finnisSinclair φ A) (k + 2) {u}
      - formationEnergy G (finnisSinclair φ A) (k + 2) {u, v} < 0 := by
  have hc : (0 : ℝ) < ((G.neighborFinset u ∩ G.neighborFinset v).card : ℝ) := by
    exact_mod_cast Finset.card_pos.mpr ⟨w, by simp [hu, hv]⟩
  have hk : (0 : ℝ) ≤ k := Nat.cast_nonneg k
  -- strict concavity of the square root at three successive coordinations
  have hroot : √(k : ℝ) + √((k : ℝ) + 2) < 2 * √((k : ℝ) + 1) := by
    have h0 := Real.sq_sqrt hk
    have h1 := Real.sq_sqrt (by linarith : (0 : ℝ) ≤ (k : ℝ) + 1)
    have h2 := Real.sq_sqrt (by linarith : (0 : ℝ) ≤ (k : ℝ) + 2)
    have hlt := Real.sqrt_lt_sqrt hk (by linarith : (k : ℝ) < (k : ℝ) + 2)
    have hpos := pow_pos (sub_pos.mpr hlt) 2
    by_contra! h
    have hsq := mul_self_le_mul_self (by positivity : 0 ≤ 2 * √((k : ℝ) + 1)) h
    nlinarith
  have hd : 0 < finnisSinclair φ A (k + 2) - 2 * finnisSinclair φ A (k + 1)
      + finnisSinclair φ A k := by
    have hm := mul_pos hA (sub_pos.mpr hroot)
    unfold finnisSinclair
    push_cast
    linarith
  rw [binding_of_ne hG _ huv, if_neg hn]
  linarith [mul_pos hc hd]

end

end DivacancyBinding
```

```lean
#print axioms DivacancyBinding.divacancy_binding
#print axioms DivacancyBinding.pair_potential_binding
#print axioms DivacancyBinding.finnisSinclair_repulsion
```

```
'DivacancyBinding.divacancy_binding' depends on axioms: [propext, Classical.choice, Quot.sound]
'DivacancyBinding.pair_potential_binding' depends on axioms: [propext, Classical.choice, Quot.sound]
'DivacancyBinding.finnisSinclair_repulsion' depends on axioms: [propext, Classical.choice, Quot.sound]
```
